# Fermionic hopping operators obey the gl(n) relations and conserve particle number

When a fermion hops between modes, the total particle number should stay fixed. To derive this from the canonical anticommutation relations (CAR) alone, we take the annihilators $c_i$ to be elements of an arbitrary star-ring, not operators on a chosen Fock space. The star plays the role of the dagger, so $c_i^*$ creates a particle in mode $i$. We assume

$$c_ic_j+c_jc_i=0,\qquad c_ic_j^*+c_j^*c_i=\delta_{ij}.$$

The first relation expresses fermionic antisymmetry, the second the orthonormality of the modes.

## Commutators from the anticommutation relations

Let $E_{ij}=c_i^*c_j$, which moves a fermion from mode $j$ to mode $i$. The claim is

$$[E_{ij},E_{kl}]=\delta_{jk}E_{il}-\delta_{li}E_{kj},$$

the commutation rule of the matrix units in $\mathfrak{gl}(n)$, the Lie algebra of $n\times n$ matrices.

The star of the first relation gives $c_i^*c_k^*+c_k^*c_i^*=0$. Moving annihilators to the right gives

$$E_{ij}E_{kl}=\delta_{jk}c_i^*c_l-c_i^*c_k^*c_jc_l,$$
$$E_{kl}E_{ij}=\delta_{li}c_k^*c_j-c_k^*c_i^*c_lc_j.$$

Exchanging both creators and both annihilators produces two minus signs, so the quartic terms are equal and cancel in the difference.

For finitely many modes let $N=\sum_iE_{ii}$. Then

$$[N,E_{kl}]=\sum_i(\delta_{ik}E_{il}-\delta_{li}E_{ki})=E_{kl}-E_{kl}=0.$$

In a complex algebra, a matrix $A$ defines the one-body operator $\Gamma(A)=\sum_{ij}A_{ij}E_{ij}$. By bilinearity,

$$\begin{aligned}[\Gamma(A),\Gamma(B)]&=\sum_{ijkl}A_{ij}B_{kl}(\delta_{jk}E_{il}-\delta_{li}E_{kj})\\&=\sum_{il}(AB)_{il}E_{il}-\sum_{kj}(BA)_{kj}E_{kj}\\&=\Gamma(AB-BA).\end{aligned}$$

Since $N$ commutes with each $E_{ij}$, it also commutes with $\Gamma(A)$. A tight-binding Hamiltonian on finitely many orthonormal orbitals, with neither interaction nor pairing terms, has this form, and so conserves particle number.

Pair creation behaves differently. From

$$E_{ij}c_k^*=\delta_{jk}c_i^*-c_i^*c_k^*c_j=\delta_{jk}c_i^*+c_k^*c_i^*c_j$$

we get $[E_{ij},c_k^*]=\delta_{jk}c_i^*$, hence $[N,c_k^*]=c_k^*$. The product rule then yields

$$[N,c_k^*c_l^*]=[N,c_k^*]c_l^*+c_k^*[N,c_l^*]=2c_k^*c_l^*.$$

For $k\ne l$ this says that the pair adds two particles; for $k=l$ both sides vanish.

## Modes, hopping and number in Lean

Here `R` is the star-ring and `n` is the type of mode labels, not their number.

```lean
import Mathlib

open Matrix

namespace FermionBilinears

variable {R : Type*} [Ring R] [StarRing R] {n : Type*}
```

The structure `CAR` holds the two postulated relations, for finitely or infinitely many modes. A model of a material with finitely many orbitals keeps only part of the electrons' state space, an approximation that these relations do not justify.

```lean
/-- The canonical anticommutation relations for annihilators `c i` with creators `star (c i)`. -/
structure CAR [DecidableEq n] (c : n → R) : Prop where
  anti : ∀ i j, c i * c j + c j * c i = 0
  mixed : ∀ i j, c i * star (c j) + star (c j) * c i = if i = j then 1 else 0
```

The operator $E_{ij}$ is `hop c i j`.

```lean
/-- The product `E_ij = c_i* c_j`. For modes obeying the CAR it is the hopping operator, which moves
a fermion from mode `j` to mode `i`. -/
def hop (c : n → R) (i j : n) : R := star (c i) * c j
```

The sum defining $N$ needs a finite label type; the hopping relations themselves do not.

```lean
/-- The sum `N = ∑ i, c_i* c_i`, which is the total particle number for modes obeying the CAR. -/
def numberOp [Fintype n] (c : n → R) : R := ∑ i, hop c i i
```

`oneBody c A` is $\Gamma(A)$. The matrix need not be Hermitian, so $\Gamma(A)$ need not be an observable.

```lean
/-- The one-body operator `∑ i j, A_ij c_i* c_j` built from a complex matrix `A`. -/
def oneBody [Fintype n] [Algebra ℂ R] (c : n → R) (A : Matrix n n ℂ) : R :=
  ∑ i, ∑ j, A i j • hop c i j
```

## A two-mode realisation

In the matrices below, mode 0 is the left digit of the occupation label. The entry $-1$ is the Jordan-Wigner sign that mode 1 acquires when mode 0 is occupied.

```lean
/-- Two fermionic modes as Jordan-Wigner matrices on the four states 00, 01, 10, 11. -/
def jwModes : Fin 2 → Matrix (Fin 4) (Fin 4) ℂ :=
  ![!![0, 0, 1, 0; 0, 0, 0, 1; 0, 0, 0, 0; 0, 0, 0, 0],
    !![0, 1, 0, 0; 0, 0, 0, 0; 0, 0, 0, -1; 0, 0, 0, 0]]
```

The star of a matrix is its conjugate transpose. The proof checks every entry for every pair of modes, which gives a concrete nonzero example of the assumptions.

```lean
/-- The two Jordan-Wigner matrices satisfy the canonical anticommutation relations. -/
theorem car_witness : CAR jwModes := by
  constructor <;> intro i j <;> fin_cases i <;> fin_cases j <;> ext a b <;>
    fin_cases a <;> fin_cases b <;>
    simp only [Matrix.add_apply, Matrix.mul_apply, Fin.sum_univ_four,
      Matrix.star_eq_conjTranspose, Matrix.conjTranspose_apply] <;>
    simp [jwModes]
```

## The hopping relations

Creator anticommutation is the star of `h.anti`, with the order of each product reversed.

```lean
variable [DecidableEq n] {c : n → R}

/-- For modes obeying the CAR, the creators anticommute with each other. -/
theorem creators_anticommute (h : CAR c) (i k : n) :
    star (c i) * star (c k) + star (c k) * star (c i) = 0 := by
  rw [← star_mul, ← star_mul, ← star_add, h.anti, star_zero]
```

In `hop_commutator`, `h1` and `h2` supply the two delta terms, while `h3` and `h4` cancel the quartic ones. `linear_combination` multiplies these relations by the remaining factors, and `noncomm_ring` checks the identity without commuting any operators. The final case split evaluates the deltas.

```lean
/-- For modes obeying the CAR, the hopping operators satisfy the `gl(n)` relations
`[E_ij, E_kl] = δ_jk E_il - δ_li E_kj`. -/
theorem hop_commutator (h : CAR c) (i j k l : n) :
    hop c i j * hop c k l - hop c k l * hop c i j =
      (if j = k then hop c i l else 0) - (if l = i then hop c k j else 0) := by
  have h1 := h.mixed j k
  have h2 := h.mixed l i
  have h3 := h.anti l j
  have h4 := creators_anticommute h k i
  -- move annihilators past creators; the quartic remainders cancel by h3 and h4
  have key : star (c i) * c j * (star (c k) * c l) - star (c k) * c l * (star (c i) * c j) =
      star (c i) * (if j = k then 1 else 0) * c l
        - star (c k) * (if l = i then 1 else 0) * c j := by
    linear_combination (norm := noncomm_ring) star (c i) * h1 * c l - star (c k) * h2 * c j
      + star (c k) * star (c i) * h3 - h4 * (c j * c l)
  unfold hop
  rw [key]
  split_ifs <;> simp
```

The commutator with a single creator needs just one mixed relation and one exchange of creators.

```lean
/-- For modes obeying the CAR, `[E_ij, c_k*] = δ_jk c_i*`: hopping acts on creators
as a matrix unit. -/
theorem hop_commutator_creator (h : CAR c) (i j k : n) :
    hop c i j * star (c k) - star (c k) * hop c i j = if j = k then star (c i) else 0 := by
  have h1 := h.mixed j k
  have h4 := creators_anticommute h i k
  have key : star (c i) * c j * star (c k) - star (c k) * (star (c i) * c j) =
      star (c i) * (if j = k then 1 else 0) := by
    linear_combination (norm := noncomm_ring) star (c i) * h1 - h4 * c j
  unfold hop
  rw [key]
  split_ifs <;> simp
```

## Number conservation and pair creation

`Commute` means that the two products are equal. The proof sums the hopping relation over $i=j$ and finds that the difference is zero.

```lean
variable [Fintype n]

/-- For modes obeying the CAR, the particle number commutes with every hopping operator. -/
theorem number_commute_hop (h : CAR c) (k l : n) : Commute (numberOp c) (hop c k l) := by
  have key : numberOp c * hop c k l - hop c k l * numberOp c = 0 := by
    simp only [numberOp, Finset.sum_mul, Finset.mul_sum]
    rw [← Finset.sum_sub_distrib]
    simp only [hop_commutator h]
    rw [Finset.sum_sub_distrib]
    simp
  exact sub_eq_zero.mp key
```

The auxiliary statement `one` is $[N,c_m^*]=c_m^*$; the last line is the product rule.

```lean
/-- For modes obeying the CAR, `[N, c_k* c_l*] = 2 c_k* c_l*`: creating a pair raises the
particle number by two. -/
theorem number_commutator_pair (h : CAR c) (k l : n) :
    numberOp c * (star (c k) * star (c l)) - star (c k) * star (c l) * numberOp c =
      2 * (star (c k) * star (c l)) := by
  -- a single creator raises the number by one
  have one (m : n) : numberOp c * star (c m) - star (c m) * numberOp c = star (c m) := by
    simp only [numberOp, Finset.sum_mul, Finset.mul_sum]
    rw [← Finset.sum_sub_distrib]
    simp only [hop_commutator_creator h]
    simp
  linear_combination (norm := noncomm_ring) one k * star (c l) + star (c k) * one l
```

## The matrix commutator

With complex scalars available, the bilinear expansion is done in two stages. First, only $B$ is expanded, and the deltas remove one sum from each term.

```lean
variable [Algebra ℂ R]

/-- For modes obeying the CAR, the commutator of a hopping operator with a one-body operator
is `[E_ij, ∑ B_kl E_kl] = ∑ l, B_jl E_il - ∑ k, B_ki E_kj`. -/
theorem hop_commutator_oneBody (h : CAR c) (B : Matrix n n ℂ) (i j : n) :
    hop c i j * oneBody c B - oneBody c B * hop c i j =
      ∑ l, B j l • hop c i l - ∑ k, B k i • hop c k j := by
  calc
    _ = ∑ k, ∑ l, B k l • (hop c i j * hop c k l - hop c k l * hop c i j) := by
      simp only [oneBody, Finset.mul_sum, Finset.sum_mul, mul_smul_comm, smul_mul_assoc,
        smul_sub, Finset.sum_sub_distrib]
    _ = ∑ k, ∑ l, B k l • (if j = k then hop c i l else 0)
        - ∑ k, ∑ l, B k l • (if l = i then hop c k j else 0) := by
      simp only [hop_commutator h, smul_sub, Finset.sum_sub_distrib]
    _ = _ := by
      congr 1
      · rw [Finset.sum_comm]
        simp
      · simp
```

Next, $A$ is expanded. Reordering the finite sums puts the repeated index innermost, where it forms the entries of $AB$ and $BA$.

```lean
/-- For modes obeying the CAR, the commutator of the one-body operators of `A` and `B` is the
one-body operator of the matrix commutator `AB - BA`. -/
theorem oneBody_commutator (h : CAR c) (A B : Matrix n n ℂ) :
    oneBody c A * oneBody c B - oneBody c B * oneBody c A = oneBody c (A * B - B * A) := by
  calc
    _ = ∑ i, ∑ j, A i j • (hop c i j * oneBody c B - oneBody c B * hop c i j) := by
      generalize oneBody c B = X
      simp only [oneBody, Finset.mul_sum, Finset.sum_mul, mul_smul_comm, smul_mul_assoc,
        smul_sub, Finset.sum_sub_distrib]
    _ = ∑ i, ∑ j, ∑ l, (A i j * B j l) • hop c i l
        - ∑ i, ∑ j, ∑ k, (A i j * B k i) • hop c k j := by
      simp only [hop_commutator_oneBody h, smul_sub, Finset.smul_sum, smul_smul,
        Finset.sum_sub_distrib]
    _ = _ := by
      -- reorder the sums so that the inner one is a matrix product
      simp only [oneBody, Matrix.sub_apply, Matrix.mul_apply, sub_smul, Finset.sum_smul,
        Finset.sum_sub_distrib]
      congr 1
      · exact Finset.sum_congr rfl fun i _ => Finset.sum_comm
      · calc
          _ = ∑ i, ∑ k, ∑ j, (A i j * B k i) • hop c k j :=
            Finset.sum_congr rfl fun i _ => Finset.sum_comm
          _ = ∑ k, ∑ i, ∑ j, (A i j * B k i) • hop c k j := Finset.sum_comm
          _ = ∑ k, ∑ j, ∑ i, (A i j * B k i) • hop c k j :=
            Finset.sum_congr rfl fun k _ => Finset.sum_comm
          _ = _ := by simp only [mul_comm]
```

Conservation for a general one-body operator follows term by term from `number_commute_hop`.

```lean
/-- For modes obeying the CAR, the particle number commutes with every one-body operator. -/
theorem number_commute_oneBody (h : CAR c) (A : Matrix n n ℂ) :
    Commute (numberOp c) (oneBody c A) := by
  unfold oneBody
  exact Commute.sum_right _ _ _ fun i _ => Commute.sum_right _ _ _ fun j _ =>
    (number_commute_hop h i j).smul_right (A i j)

end FermionBilinears
```

```lean
#print axioms FermionBilinears.number_commute_hop
-- 'FermionBilinears.number_commute_hop' depends on axioms: [propext, Classical.choice, Quot.sound]
#print axioms FermionBilinears.number_commutator_pair
-- 'FermionBilinears.number_commutator_pair' depends on axioms: [propext, Classical.choice, Quot.sound]
#print axioms FermionBilinears.oneBody_commutator
-- 'FermionBilinears.oneBody_commutator' depends on axioms: [propext, Classical.choice, Quot.sound]
#print axioms FermionBilinears.number_commute_oneBody
-- 'FermionBilinears.number_commute_oneBody' depends on axioms: [propext, Classical.choice, Quot.sound]
```
